# The second-order limit of ln(1 + ta) − ta for a single mode of coupling a

For a single mode with a fixed real coupling a, scaled by a real parameter t, the lemma `mode_limit` says that (ln(1 + ta) − ta)/t² tends to −a²/2 as t goes to zero through nonzero values. In other words, once the first-order term is removed from the logarithm, what remains is −a²t²/2 to leading order. The coupling may have either sign, and the statement involves no Hamiltonian and no sum over modes. The proof takes |ta| < 1/2, bounds the remainder of the logarithm series after its second term by 2|ta|³, and concludes that the distance from the limit is at most 2|a|³|t|, which vanishes with t.

This version doesn't compile in Lean 4 with Mathlib:

```lean
import Mathlib

open Matrix Filter Topology

noncomputable section

namespace DrudeDipoles

/-- For a single mode of coupling `a`, `(ln(1 + ta) - ta)/t²` tends to `-a²/2` as `t`
goes to zero. -/
theorem mode_limit (a : ℝ) :
    Tendsto (fun t : ℝ => (Real.log (1 + t * a) - t * a) / t ^ 2) (𝓝[≠] 0)
      (𝓝 (-a ^ 2 / 2)) := by
  rw [tendsto_iff_norm_sub_tendsto_zero]
  have hsmall : ∀ᶠ t : ℝ in 𝓝[≠] 0, |t * a| < 1 / 2 := by
    have hc : Tendsto (fun t : ℝ => |t * a|) (𝓝 0) (𝓝 0) := by
      have : Continuous (fun t : ℝ => |t * a|) := by fun_prop
      simpa using this.tendsto 0
    exact (hc.mono_left nhdsWithin_le_nhds).eventually_lt_const (by norm_num)
  have hlim : Tendsto (fun t : ℝ => 2 * |a| ^ 3 * |t|) (𝓝[≠] 0) (𝓝 0) := by
    have : Continuous (fun t : ℝ => 2 * |a| ^ 3 * |t|) := by fun_prop
    have h0 := this.tendsto 0
    simp only [abs_zero, mul_zero] at h0
    exact h0.mono_left nhdsWithin_le_nhds
  refine squeeze_zero' (Eventually.of_forall fun t => norm_nonneg _) ?_ hlim
  filter_upwards [hsmall, self_mem_nhdsWithin] with t ht ht0
  have ht0' : t ≠ 0 := ht0
  -- third-order remainder of the logarithm series
  have key : |Real.log (1 + t * a) - t * a + (t * a) ^ 2 / 2| ≤ 2 * |t * a| ^ 3 := by
    have h := Real.abs_log_sub_add_sum_range_le (x := -(t * a))
      (by rw [abs_neg]; linarith) 2
    have e : (∑ i ∈ Finset.range 2, (-(t * a)) ^ (i + 1) / ((i : ℝ) + 1))
        + Real.log (1 - -(t * a)) = Real.log (1 + t * a) - t * a + (t * a) ^ 2 / 2 := by
      rw [Finset.sum_range_succ, Finset.sum_range_one, sub_neg_eq_add]
      push_cast
      ring
    rw [e, abs_neg] at h
    refine h.trans ?_
    rw [div_le_iff₀ (by linarith)]
    have := mul_nonneg (pow_nonneg (abs_nonneg (t * a)) 3)
      (show 0 ≤ 1 - 2 * |t * a| by linarith)
    nlinarith
  have e : (Real.log (1 + t * a) - t * a) / t ^ 2 - -a ^ 2 / 2
      = (Real.log (1 + t * a) - t * a + (t * a) ^ 2 / 2) / t ^ 2 := by
    field_simp
    ring
  rw [e, Real.norm_eq_abs, abs_div, abs_of_pos (show 0 < t ^ 2 by positivity),
    div_le_iff₀ (by positivity)]
  refine key.trans (le_of_eq ?_)
  rw [abs_mul, ← sq_abs t]
  ring

end DrudeDipoles
```

The error:

```
Main.lean:42:4: error: linarith failed to find a contradiction
a : ℝ
hsmall : ∀ᶠ (t : ℝ) in 𝓝[≠] 0, |t * a| < 1 / 2
hlim : Tendsto (fun t => 2 * |a| ^ 3 * |t|) (𝓝[≠] 0) (𝓝 0)
t : ℝ
ht : |t * a| < 1 / 2
ht0 : t ∈ {0}ᶜ
ht0' : t ≠ 0
h : |Real.log (1 + t * a) - t * a + (t * a) ^ 2 / 2| ≤ |t * a| ^ (2 + 1) / (1 - |t * a|)
e :
  ∑ i ∈ Finset.range 2, (-(t * a)) ^ (i + 1) / (↑i + 1) + Real.log (1 - -(t * a)) =
    Real.log (1 + t * a) - t * a + (t * a) ^ 2 / 2
this : 0 ≤ |t * a| ^ 3 * (1 - 2 * |t * a|)
a✝ : 2 * |t * a| ^ 3 * (1 - |t * a|) < |t * a| ^ (2 + 1)
⊢ False
failed
```

Cause. The error comes at the end of the remainder estimate, where `nlinarith` has to show that `|t * a| ^ (2 + 1)` is at most `2 * |t * a| ^ 3 * (1 - |t * a|)`. The right side minus the left is exactly `|t * a| ^ 3 * (1 - 2 * |t * a|)`, which `this` already says is nonnegative, so the mathematics is complete.

What gets in the way is the exponent `2 + 1`, left by the series lemma when it was applied with `2`. The arithmetic behind `nlinarith` expands a power only when its exponent is a plain numeral, so it treats `|t * a| ^ (2 + 1)` as an unknown quantity unrelated to `|t * a| ^ 3`. With that link missing, `this` does not contradict the negated goal, and the search fails.

The repair uses `sub_nonneg.mp` to turn the goal into the nonnegativity of the difference, and `this.trans_eq` to reduce that to an equality between the expression in `this` and the difference. `ring` proves the equality, since it evaluates `2 + 1` in the exponent as 3.

After these edits no error is left:

```diff
@@ -40,5 +40,6 @@
     have := mul_nonneg (pow_nonneg (abs_nonneg (t * a)) 3)
       (show 0 ≤ 1 - 2 * |t * a| by linarith)
-    nlinarith
+    refine sub_nonneg.mp (this.trans_eq ?_)
+    ring
   have e : (Real.log (1 + t * a) - t * a) / t ^ 2 - -a ^ 2 / 2
       = (Real.log (1 + t * a) - t * a + (t * a) ^ 2 / 2) / t ^ 2 := by
```
